# The Hill slope of an n-site binding cluster is at most n

A cage in a porous solid, or a small group of adsorption sites on a surface, takes up molecules from a reservoir. If bound molecules help one another, the isotherm can rise more steeply than for independent sites. A common measure of this is the slope of $\ln(\theta/(1-\theta))$ against $\ln x$, where $\theta$ is the coverage and $x$ the activity. How steep can it become when the cluster has $n$ sites?

```lean
import Mathlib

open Filter Topology

namespace HillSlopeBound

noncomputable section
```

At fixed temperature, let $c_kx^k$ be the total statistical weight of all states with $k$ bound molecules. The coefficient $c_k$ does not depend on $x$; it collects the degeneracy and the Boltzmann factors for binding and for interactions inside the cluster. The configuration sum is $Q(x)=\sum_{k=0}^n c_kx^k$; many textbooks call it the binding polynomial or write it $\Xi$. In Lean the weights are a function `c : ℕ → ℝ`, of which only the values up to $n$ enter.

```lean
/-- Configuration sum of an `n`-site cluster at activity `x`; `c k` is the weight of
occupation number `k`. -/
def configSum (c : ℕ → ℝ) (n : ℕ) (x : ℝ) : ℝ :=
  ∑ k ∈ Finset.range (n + 1), c k * x ^ k
```

The thermal average of a function $f$ of the occupation number is $\langle f(k)\rangle = \sum_k f(k)c_kx^k/Q$. The code keeps numerator and denominator as separate unnormalised sums.

```lean
/-- Thermal average of a function `f` of the occupation number, for a non-zero
configuration sum. -/
def average (c : ℕ → ℝ) (n : ℕ) (f : ℕ → ℝ) (x : ℝ) : ℝ :=
  configSum (fun k => f k * c k) n x / configSum c n x
```

The coverage is defined by $\theta = xQ'/(nQ)$.

```lean
/-- Coverage `θ = x Q' / (n Q)`, for `n ≥ 1` and a non-zero configuration sum `Q`. -/
def coverage (c : ℕ → ℝ) (n : ℕ) (x : ℝ) : ℝ :=
  x * deriv (configSum c n) x / (n * configSum c n x)
```

The Hill slope is $h = x\theta'/(\theta(1-\theta))$, which by the chain rule is the logarithmic slope described above.

```lean
/-- Hill slope `x θ' / (θ (1 - θ))`, for a coverage `θ` other than `0` and `1`. -/
def hillSlope (c : ℕ → ℝ) (n : ℕ) (x : ℝ) : ℝ :=
  x * deriv (coverage c n) x / (coverage c n x * (1 - coverage c n x))
```

The hypotheses are $n\ge1$, $c_k\ge0$ and $c_0,c_n>0$. The last two say that both the empty and the full cluster are accessible states. The results apply to a measured isotherm when the sample behaves as identical, independent clusters in equilibrium with the reservoir.

```lean
/-- The weights of a cluster with at least one site: none is negative, and those of the
empty and of the full cluster are positive. -/
structure IsCluster (c : ℕ → ℝ) (n : ℕ) : Prop where
  sites : 1 ≤ n
  nonneg : ∀ k ≤ n, 0 ≤ c k
  empty_pos : 0 < c 0
  full_pos : 0 < c n
```

## (a) Differentiating the configuration sum

Show that, for $x\neq0$ and any real weights,
$$Q'(x)=\frac1x\sum_{k=0}^n k\,c_kx^k .$$

The derivative of $c_kx^k$ is $kc_kx^{k-1}$, and $x\cdot kc_kx^{k-1}=kc_kx^k$. The term $k=0$ contributes zero on both sides. Summing and dividing by $x$ gives the result.

`HasDerivAt` states that the derivative exists and has this value. The proof differentiates term by term, then treats $k=0$ separately because of the exponent `k - 1`.

```lean
variable {c : ℕ → ℝ} {n : ℕ} {x : ℝ}

/-- At non-zero activity, `x` times the derivative of the configuration sum weights each
term by its occupation number. -/
theorem hasDerivAt_configSum (c : ℕ → ℝ) (n : ℕ) (hx : x ≠ 0) :
    HasDerivAt (configSum c n) (configSum (fun k => (k : ℝ) * c k) n x / x) x := by
  have h : HasDerivAt (configSum c n)
      (∑ k ∈ Finset.range (n + 1), c k * ((k : ℝ) * x ^ (k - 1))) x :=
    HasDerivAt.fun_sum fun k _ => (hasDerivAt_pow k x).const_mul (c k)
  refine h.congr_deriv ?_
  rw [eq_div_iff hx, configSum, Finset.sum_mul]
  refine Finset.sum_congr rfl fun k _ => ?_
  rcases k with _ | k
  · simp
  · simp only [Nat.add_sub_cancel, pow_succ]
    ring
```

## (b) Positivity of the sum

Show that if all weights are non-negative and at least one is positive, then $Q(x)>0$ for $x>0$.

Every term $c_jx^j$ is non-negative, and the one with the positive weight is positive, so the sum is positive. The lemma is stated for general weights, so it also applies to sums such as $\sum_k kc_kx^k$.

```lean
/-- A configuration sum with non-negative weights, at least one of them positive, is
positive at positive activity. -/
theorem configSum_pos {k : ℕ} (hc : ∀ j ≤ n, 0 ≤ c j) (hk : k ≤ n) (hck : 0 < c k)
    (hx : 0 < x) : 0 < configSum c n x :=
  Finset.sum_pos'
    (fun j hj => mul_nonneg (hc j (by have := Finset.mem_range.1 hj; omega))
      (pow_nonneg hx.le j))
    ⟨k, Finset.mem_range.2 (by omega), mul_pos hck (pow_pos hx k)⟩
```

## (c) Coverage as a mean occupation

Show that, for $x\ne0$,
$$\theta=\frac{\langle k\rangle}{n}.$$

By (a), $xQ'=\sum_k kc_kx^k$. Dividing by $nQ$ gives $\langle k\rangle/n$. The Lean proof makes the same substitution and rearranges the quotient.

```lean
/-- At non-zero activity the coverage is the mean occupation number per site. -/
theorem coverage_eq_average (hx : x ≠ 0) :
    coverage c n x = average c n (fun k => (k : ℝ)) x / n := by
  have h : x * (configSum (fun k => (k : ℝ) * c k) n x / x)
      = configSum (fun k => (k : ℝ) * c k) n x := mul_div_cancel₀ _ hx
  rw [coverage, (hasDerivAt_configSum c n hx).deriv, h, average, div_div,
    mul_comm (n : ℝ)]
```

## (d) Neither empty nor full

Show that $0<\theta<1$ for every $x>0$.

The sum $\sum_k kc_kx^k$ contains the positive term $nc_nx^n$, so $\theta>0$. Likewise
$$n(1-\theta)=\langle n-k\rangle=\frac1Q\sum_k(n-k)c_kx^k$$
contains the positive term $nc_0/Q$, so $\theta<1$.

In the code `hM` and `hE` are these two positive sums, both obtained from (b), and `e` splits the second into $nQ-\sum_k kc_kx^k$.

```lean
/-- At positive activity the coverage of a cluster lies strictly between `0` and `1`. -/
theorem coverage_bounds (h : IsCluster c n) (hx : 0 < x) :
    0 < coverage c n x ∧ coverage c n x < 1 := by
  have hn : (0 : ℝ) < n := by exact_mod_cast h.sites
  have hQ := configSum_pos h.nonneg le_rfl h.full_pos hx
  have hM : 0 < configSum (fun k => (k : ℝ) * c k) n x :=
    configSum_pos (fun j hj => mul_nonneg (Nat.cast_nonneg j) (h.nonneg j hj)) le_rfl
      (mul_pos hn h.full_pos) hx
  -- the mean number of empty sites is positive too
  have hE : 0 < configSum (fun k => ((n : ℝ) - k) * c k) n x :=
    configSum_pos (k := 0)
      (fun j hj => mul_nonneg (sub_nonneg.2 (Nat.cast_le.2 hj)) (h.nonneg j hj))
      (Nat.zero_le n) (mul_pos (by simpa using hn) h.empty_pos) hx
  have e : configSum (fun k => ((n : ℝ) - k) * c k) n x
      = configSum c n x * n - configSum (fun k => (k : ℝ) * c k) n x := by
    simp only [configSum, Finset.sum_mul, ← Finset.sum_sub_distrib]
    exact Finset.sum_congr rfl fun k _ => by ring
  rw [coverage_eq_average hx.ne', average]
  refine ⟨div_pos (div_pos hM hQ) hn, ?_⟩
  rw [div_div, div_lt_one (mul_pos hQ hn)]
  linarith
```

## (e) Slope of the isotherm from fluctuations

Show that, for $x>0$,
$$\theta'=\frac{\langle k^2\rangle-\langle k\rangle^2}{nx}.$$

Write $M_1=\sum_k kc_kx^k$ and $M_2=\sum_k k^2c_kx^k$. Part (a) gives $Q'=M_1/x$ and, with weights $kc_k$, $M_1'=M_2/x$. Since $\theta=M_1/(nQ)$,
$$\theta'=\frac{M_1'Q-M_1Q'}{nQ^2}=\frac{M_2Q-M_1^2}{nxQ^2},$$
which is the stated variance formula.

Part (c) was proved for non-zero activity, so Lean first records in `e` that the two expressions for $\theta$ agree near the given $x>0$. That is enough to transfer the derivative given by the quotient rule.

```lean
/-- Fluctuation formula: at positive activity the slope of the isotherm is the variance of
the occupation number divided by `n x`. -/
theorem hasDerivAt_coverage (h : IsCluster c n) (hx : 0 < x) :
    HasDerivAt (coverage c n)
      ((average c n (fun k => (k : ℝ) ^ 2) x - average c n (fun k => (k : ℝ)) x ^ 2)
        / (n * x)) x := by
  have hn : (n : ℝ) ≠ 0 := by have := h.sites; positivity
  have hQ := (configSum_pos h.nonneg le_rfl h.full_pos hx).ne'
  have hx' := hx.ne'
  have e : coverage c n =ᶠ[𝓝 x] fun y =>
      configSum (fun k => (k : ℝ) * c k) n y / configSum c n y / n := by
    filter_upwards [lt_mem_nhds hx] with y hy
    exact coverage_eq_average (ne_of_gt hy)
  have h2 : configSum (fun k => (k : ℝ) * ((k : ℝ) * c k)) n x
      = configSum (fun k => (k : ℝ) ^ 2 * c k) n x :=
    Finset.sum_congr rfl fun k _ => by ring
  have d1 := hasDerivAt_configSum (fun k => (k : ℝ) * c k) n hx'
  rw [h2] at d1
  have d := (d1.fun_div (hasDerivAt_configSum c n hx') hQ).div_const (n : ℝ)
  refine (d.congr_of_eventuallyEq e).congr_deriv ?_
  simp only [average]
  generalize configSum (fun k => (k : ℝ) ^ 2 * c k) n x = s
  generalize configSum (fun k => (k : ℝ) * c k) n x = m
  field_simp
```

## (f) The distance from n

Show that, for $x>0$,
$$n-h=\frac{\langle k(n-k)\rangle}{n\,\theta(1-\theta)}.$$

By (e) and $\langle k\rangle=n\theta$,
$$h=\frac{\langle k^2\rangle-n^2\theta^2}{n\theta(1-\theta)}.$$
Hence
$$n-h=\frac{n^2\theta(1-\theta)-\langle k^2\rangle+n^2\theta^2}{n\theta(1-\theta)}=\frac{n\langle k\rangle-\langle k^2\rangle}{n\theta(1-\theta)},$$
and the numerator is $\langle k(n-k)\rangle$. By (d) the denominator is not zero.

In Lean, `a` expands the average, `m` is $\langle k\rangle=n\theta$, and `field_simp` with `ring` does the remaining algebra.

```lean
/-- At positive activity the Hill slope falls short of `n` by
`⟨k (n - k)⟩ / (n θ (1 - θ))`. -/
theorem hillSlope_deficit (h : IsCluster c n) (hx : 0 < x) :
    n - hillSlope c n x = average c n (fun k => (k : ℝ) * (n - k)) x
      / (n * (coverage c n x * (1 - coverage c n x))) := by
  have hn : (n : ℝ) ≠ 0 := by have := h.sites; positivity
  have h0 := (coverage_bounds h hx).1.ne'
  have h1 := (sub_pos.2 (coverage_bounds h hx).2).ne'
  have hx' := hx.ne'
  have e : configSum (fun k => (k : ℝ) * (n - k) * c k) n x
      = n * configSum (fun k => (k : ℝ) * c k) n x
        - configSum (fun k => (k : ℝ) ^ 2 * c k) n x := by
    simp only [configSum, Finset.mul_sum, ← Finset.sum_sub_distrib]
    exact Finset.sum_congr rfl fun k _ => by ring
  have a : average c n (fun k => (k : ℝ) * (n - k)) x
      = n * average c n (fun k => (k : ℝ)) x - average c n (fun k => (k : ℝ) ^ 2) x := by
    simp only [average]
    rw [e]
    ring
  have m : average c n (fun k => (k : ℝ)) x = n * coverage c n x := by
    rw [coverage_eq_average hx', mul_div_cancel₀ _ hn]
  rw [hillSlope, (hasDerivAt_coverage h hx).deriv, a, m]
  generalize average c n (fun k => (k : ℝ) ^ 2) x = s
  field_simp
  ring
```

## (g) The bound and the case of equality

Show that, for every $x>0$,
$$h\le n,\qquad h=n\iff c_k=0\ \text{ for all } 0<k<n .$$

In (f) the denominator is positive and each term $k(n-k)c_kx^k$ of the average is non-negative, so $n-h\ge0$. The factor $k(n-k)$ vanishes at $k=0$ and $k=n$ and is positive in between. The average is therefore zero exactly when every intermediate weight is zero. For $n=1$ there are no intermediate weights, and $h=1$ always.

The code proves the three claims in turn. `hD` gives the inequality; a non-zero intermediate weight would make the deficit positive through (b); and if all intermediate weights vanish, `hA` shows that the sum is zero.

```lean
/-- Hill slope bound: at positive activity the Hill slope of an `n`-site cluster is at most
`n`, with equality exactly when all intermediate weights vanish. -/
theorem hillSlope_le (h : IsCluster c n) (hx : 0 < x) :
    hillSlope c n x ≤ n ∧
      (hillSlope c n x = n ↔ ∀ k, 0 < k → k < n → c k = 0) := by
  have hn : (0 : ℝ) < n := by exact_mod_cast h.sites
  have hQ := configSum_pos h.nonneg le_rfl h.full_pos hx
  obtain ⟨h0, h1⟩ := coverage_bounds h hx
  have hP := mul_pos hn (mul_pos h0 (sub_pos.2 h1))
  have key := hillSlope_deficit h hx
  rw [average, div_div] at key
  have ha : ∀ j ≤ n, 0 ≤ (j : ℝ) * (n - j) * c j := fun j hj =>
    mul_nonneg (mul_nonneg (Nat.cast_nonneg j) (sub_nonneg.2 (Nat.cast_le.2 hj)))
      (h.nonneg j hj)
  have hD : 0 ≤ configSum (fun k => (k : ℝ) * (n - k) * c k) n x :=
    Finset.sum_nonneg fun j hj => mul_nonneg
      (ha j (by have := Finset.mem_range.1 hj; omega)) (pow_nonneg hx.le j)
  refine ⟨?_, fun he k hk0 hkn => ?_, fun hz => ?_⟩
  · exact sub_nonneg.1 (by rw [key]; exact div_nonneg hD (mul_pos hQ hP).le)
  · -- a non-zero intermediate weight would make the deficit positive
    by_contra hck
    have hp : 0 < configSum (fun k => (k : ℝ) * (n - k) * c k) n x :=
      configSum_pos ha hkn.le (mul_pos
        (mul_pos (Nat.cast_pos.2 hk0) (sub_pos.2 (Nat.cast_lt.2 hkn)))
        (lt_of_le_of_ne (h.nonneg k hkn.le) (Ne.symm hck))) hx
    rw [he, sub_self] at key
    exact (div_pos hp (mul_pos hQ hP)).ne key
  · have hA : configSum (fun k => (k : ℝ) * (n - k) * c k) n x = 0 := by
      refine Finset.sum_eq_zero fun k hk => ?_
      have hk' := Finset.mem_range.1 hk
      rcases Nat.eq_zero_or_pos k with rfl | hk0
      · simp
      rcases Nat.lt_or_ge k n with hkn | hkn
      · simp [hz k hk0 hkn]
      · obtain rfl : k = n := by omega
        simp
    rw [hA, zero_div] at key
    linarith

end

end HillSlopeBound
```

```lean
#print axioms HillSlopeBound.hillSlope_le
```

```
'HillSlopeBound.hillSlope_le' depends on axioms: [propext, Classical.choice, Quot.sound]
```

## Two sites in numbers

Take $n=2$, $c_0=c_1=c_2=1$ and $x=1$. Then $Q=3$, $\langle k\rangle=1$, $\theta=1/2$ and $\langle k^2\rangle=5/3$. The variance is $2/3$, so $\theta'=1/3$ and $h=(1/3)/(1/4)=4/3$. Part (f) agrees: $\langle k(2-k)\rangle=1/3$, and $(1/3)/(1/2)=2/3=2-4/3$. With $c_1=0$ instead, $Q=2$, the variance is $1$, $\theta'=1/2$ and $h=2$.

## The slope from an occupancy histogram

A grand canonical Monte Carlo run for a single cage holding at most $n$ molecules yields a histogram of $k$ at one activity. Its mean gives $\theta$, and its variance gives $h=(\langle k^2\rangle-\langle k\rangle^2)/(n\theta(1-\theta))$, so the slope is estimated without runs at neighbouring activities.
